# Equal inversion parities do not fix the chiral gapped phase of a two-band chain

After a band-structure calculation, two inversion-symmetric one-dimensional crystals can be compared through the parities of their occupied states at $k=0$ and $k=\pi$. For non-interacting two-band chains with chiral symmetry, agreement of these parities does not settle whether one chain can be deformed into the other with the gap open and the chiral symmetry kept. Following the phase of the off-diagonal Hamiltonian element across the Brillouin zone supplies information that the parities miss.

```lean
import Mathlib

open Matrix Topology

namespace ChiralChainIndicators

noncomputable section
```

## The chain and its symmetries

Each unit cell has two sublattice sites, and $k$ is the crystal momentum in units of the inverse lattice constant. Inversion exchanges the sites through $\sigma_x$ and sends $k$ to $-k$.

```lean
/-- The Pauli matrix that represents inversion by exchanging the two sublattices. -/
def sigmaX : Matrix (Fin 2) (Fin 2) ℂ := !![0, 1; 1, 0]
```

Chiral symmetry is represented by $\sigma_z$, which changes the sign of the amplitude on the second site.

```lean
/-- The Pauli matrix that represents the chiral (sublattice) symmetry. -/
def sigmaZ : Matrix (Fin 2) (Fin 2) ℂ := !![1, 0; 0, -1]
```

With zero on-site energies and hopping between sublattices only, a complex function $q$, the symbol, determines the Bloch Hamiltonian
$$H_q(k)=\begin{pmatrix}0&q(k)\\ \overline{q(k)}&0\end{pmatrix}.$$
Its energies are $\pm|q(k)|$, so the gap at zero energy is open where $q(k)\ne0$.

```lean
/-- The Bloch Hamiltonian of a two-band chiral chain with symbol `q`. -/
def bloch (q : ℝ → ℂ) (k : ℝ) : Matrix (Fin 2) (Fin 2) ℂ :=
  !![0, q k; star (q k), 0]
```

The chains to be compared have $q_n(k)=e^{ink}$, with $n$ an integer.

```lean
/-- The symbol `exp(i n k)`. -/
def symbol (n : ℤ) (k : ℝ) : ℂ := Complex.exp (n * (k * Complex.I))
```

## Parities and phases as definitions

An occupied parity $p$ is the $\sigma_x$ eigenvalue of a nonzero vector $v$ that satisfies $H(k)v=Ev$ with $E<0$. The Fermi level is thus at zero.

```lean
/-- Some state of negative energy at momentum `k` has inversion eigenvalue `p`. -/
def OccupiedParity (H : ℝ → Matrix (Fin 2) (Fin 2) ℂ) (k : ℝ) (p : ℂ) : Prop :=
  ∃ v : Fin 2 → ℂ, v ≠ 0 ∧ ∃ E : ℝ, E < 0 ∧ H k *ᵥ v = (E : ℂ) • v ∧ sigmaX *ᵥ v = p • v
```

Two chains have the same symmetry data if the same values of $p$ occur at $k=0$ and at $k=\pi$.

```lean
/-- Two chains have the same occupied inversion parities at `k = 0` and `k = π`. -/
def SameSymmetryData (H H' : ℝ → Matrix (Fin 2) (Fin 2) ℂ) : Prop :=
  ∀ p, (OccupiedParity H 0 p ↔ OccupiedParity H' 0 p) ∧
    (OccupiedParity H Real.pi p ↔ OccupiedParity H' Real.pi p)
```

Two symbols are joined if a family $F_s(k)$, $s\in[0,1]$, connects them, continuous in $(s,k)$ together, $2\pi$-periodic in $k$ and nowhere zero.

```lean
/-- A continuous family of nowhere-zero `2π`-periodic functions joins two symbols. -/
def JoinedSymbols (q₀ q₁ : ℝ → ℂ) : Prop :=
  ∃ F : unitInterval → ℝ → ℂ, Continuous (fun z : unitInterval × ℝ => F z.1 z.2) ∧
    (∀ s k, F s (k + 2 * Real.pi) = F s k) ∧ (∀ s k, F s k ≠ 0) ∧ F 0 = q₀ ∧ F 1 = q₁
```

For Hamiltonians, the path must be Hermitian, periodic and chiral, $\sigma_zH_s(k)\sigma_z=-H_s(k)$, and $\det H_s(k)\neq0$ excludes Bloch states at zero energy; states at the ends of a finite chain are not considered. The number of bands stays at two, and paths that break chirality are not admitted.

```lean
/-- A continuous path of Hermitian, chiral, periodic Bloch Hamiltonians without zero-energy
states joins two chains. -/
def SameChiralPhase (H₀ H₁ : ℝ → Matrix (Fin 2) (Fin 2) ℂ) : Prop :=
  ∃ H : unitInterval → ℝ → Matrix (Fin 2) (Fin 2) ℂ,
    Continuous (fun z : unitInterval × ℝ => H z.1 z.2) ∧
    (∀ s k, (H s k).IsHermitian) ∧ (∀ s k, sigmaZ * H s k * sigmaZ = -H s k) ∧
    (∀ s k, H s (k + 2 * Real.pi) = H s k) ∧ (∀ s k, (H s k).det ≠ 0) ∧ H 0 = H₀ ∧ H 1 = H₁
```

Inversion is not imposed along the path. Imposing it would define a stricter notion of phase, but leave the answer for the symbols $q_n$ unchanged: chains with different $n$ have no path even without this condition, as shown below, and the constant path from a chain to itself is inversion symmetric.

## Parities see only whether $n$ is even

Conjugation by $\sigma_x$ exchanges the off-diagonal entries:
$$\sigma_xH_q(k)\sigma_x=\begin{pmatrix}0&\overline{q(k)}\\q(k)&0\end{pmatrix}.$$
This equals $H_q(-k)$ for all $k$ exactly when $q(-k)=\overline{q(k)}$. The proof compares matrix entries.

```lean
/-- A chiral chain is inversion symmetric exactly when `q(-k)` is the conjugate of `q(k)`. -/
theorem inversion_iff (q : ℝ → ℂ) :
    (∀ k, sigmaX * bloch q k * sigmaX = bloch q (-k)) ↔ ∀ k, q (-k) = star (q k) := by
  constructor
  · intro h k
    have := congrFun (congrFun (h k) 0) 1
    simpa [sigmaX, bloch, Matrix.mul_apply, Fin.sum_univ_two] using this.symm
  · intro h k
    ext i j
    fin_cases i <;> fin_cases j <;>
      simp [sigmaX, bloch, Matrix.mul_apply, Fin.sum_univ_two, h k]
```

The exponentials satisfy this, since $e^{-ink}=\overline{e^{ink}}$.

```lean
/-- The symbols `exp(i n k)` obey the inversion condition. -/
theorem symbol_neg (n : ℤ) (k : ℝ) : symbol n (-k) = star (symbol n k) := by
  change _ = (starRingEnd ℂ) (symbol n k)
  unfold symbol
  rw [← Complex.exp_conj]
  simp
```

Suppose $q(k)=c$ with $c=\pm1$. For $v=(v_0,v_1)$, the eigenvector equations give
$$cv_1=Ev_0,\qquad v_1=pv_0,\qquad v_0=pv_1.$$
If $v_0$ vanished, so would $v_1$; hence $v_0\ne0$, and cancelling it gives $cp=E$ and $p^2=1$. Then $E^2=1$, and $E<0$ leaves $E=-1$, so $p=-c$. Conversely, $(1,-c)/\sqrt2$ is an occupied state with this parity; the code uses the unnormalised vector $(1,-c)$.

```lean
/-- Where the symbol takes a real value `c = ±1`, the occupied parity is `-c`. -/
theorem occupiedParity_iff (q : ℝ → ℂ) (k c : ℝ) (hc : c ^ 2 = 1) (hq : q k = c) (p : ℂ) :
    OccupiedParity (bloch q) k p ↔ p = -(c : ℂ) := by
  have hc' : (c : ℂ) ^ 2 = 1 := by exact_mod_cast hc
  have hcc : (c : ℂ) * c = 1 := by linear_combination hc'
  constructor
  · rintro ⟨v, hv, E, hE, h1, h2⟩
    have a : (c : ℂ) * v 1 = E * v 0 := by
      simpa [bloch, Matrix.mulVec, dotProduct, Fin.sum_univ_two, hq] using congrFun h1 0
    have b0 : v 1 = p * v 0 := by
      simpa [sigmaX, Matrix.mulVec, dotProduct, Fin.sum_univ_two] using congrFun h2 0
    have b1 : v 0 = p * v 1 := by
      simpa [sigmaX, Matrix.mulVec, dotProduct, Fin.sum_univ_two] using congrFun h2 1
    have hv0 : v 0 ≠ 0 := by
      intro h
      have h' : v 1 = 0 := by rw [b0, h, mul_zero]
      apply hv
      funext i
      fin_cases i
      · exact h
      · exact h'
    -- the energy is `c p`, and inversion squares to one
    have hcp : (c : ℂ) * p = E := mul_right_cancel₀ hv0 (by linear_combination a - c * b0)
    have hpp : p * p = 1 := mul_right_cancel₀ hv0 (by linear_combination -p * b0 - b1)
    have hE2 : (E : ℂ) ^ 2 = 1 := by
      rw [← hcp]
      linear_combination p ^ 2 * hc' + hpp
    have hE3 : E ^ 2 = 1 := by exact_mod_cast hE2
    have hE4 : (E - 1) * (E + 1) = 0 := by linear_combination hE3
    have hE1 : E = -1 := by
      rcases mul_eq_zero.mp hE4 with h | h <;> linarith
    rw [hE1] at hcp
    push_cast at hcp
    linear_combination (c : ℂ) * hcp - p * hc'
  · rintro rfl
    refine ⟨![1, -(c : ℂ)], fun h => by simpa using congrFun h 0, -1, by norm_num, ?_, ?_⟩
    · ext i
      fin_cases i <;> simp [bloch, Matrix.mulVec, dotProduct, Fin.sum_univ_two, hq, hcc]
    · ext i
      fin_cases i <;> simp [sigmaX, Matrix.mulVec, dotProduct, Fin.sum_univ_two, hcc]
```

Since $q_n(0)=1$ and $q_n(\pi)=(-1)^n$, the parities are $-1$ and $-(-1)^n$. They agree for $m$ and $n$ exactly when $(-1)^m=(-1)^n$, that is, when $m-n$ is even. In the proof, `pz` and `pp` compute the two parities and `key` reduces the comparison to these signs.

```lean
/-- The chains `m` and `n` have the same symmetry data exactly when `m - n` is even. -/
theorem sameSymmetryData_iff (m n : ℤ) :
    SameSymmetryData (bloch (symbol m)) (bloch (symbol n)) ↔ Even (m - n) := by
  have pz : ∀ (n : ℤ) (p : ℂ), OccupiedParity (bloch (symbol n)) 0 p ↔ p = -1 := by
    intro n p
    simpa using occupiedParity_iff (symbol n) 0 1 (by norm_num) (by simp [symbol]) p
  have pp : ∀ (n : ℤ) (p : ℂ),
      OccupiedParity (bloch (symbol n)) Real.pi p ↔ p = -(-1 : ℂ) ^ n := by
    intro n p
    have hs : symbol n Real.pi = (-1 : ℂ) ^ n := by
      unfold symbol
      rw [Complex.exp_int_mul, Complex.exp_pi_mul_I]
    have hc : ((-1 : ℝ) ^ n) ^ 2 = 1 := by
      rcases Int.even_or_odd n with h | h <;> simp [h.neg_one_zpow]
    simpa using occupiedParity_iff (symbol n) Real.pi ((-1 : ℝ) ^ n) hc (by simp [hs]) p
  have key : SameSymmetryData (bloch (symbol m)) (bloch (symbol n)) ↔
      (-1 : ℂ) ^ m = (-1 : ℂ) ^ n := by
    constructor
    · intro h
      exact neg_injective ((pp n _).mp ((h (-(-1 : ℂ) ^ m)).2.mp ((pp m _).mpr rfl)))
    · intro h p
      simp [pz, pp, h]
  rw [key, Int.even_sub]
  rcases Int.even_or_odd m with hm | hm <;> rcases Int.even_or_odd n with hn | hn
  · simp [hm.neg_one_zpow, hn.neg_one_zpow, hm, hn]
  · norm_num [hm.neg_one_zpow, hn.neg_one_zpow, hm, Int.not_even_iff_odd.mpr hn]
  · norm_num [hm.neg_one_zpow, hn.neg_one_zpow, hn, Int.not_even_iff_odd.mpr hm]
  · simp [hm.neg_one_zpow, hn.neg_one_zpow, Int.not_even_iff_odd.mpr hm,
      Int.not_even_iff_odd.mpr hn]
```

For $n=2$, the values of $q_2$ at $k=0,\pi/4,\pi/2,3\pi/4,\pi$ are $1,i,-1,-i,1$. The Hamiltonian is $\sigma_x$ at both ends, with occupied state $(1,-1)/\sqrt2$ and parity $-1$, exactly as for $q_0=1$. In between, the phase of $q_2$ has advanced by $2\pi$.

## A gapped path gives a periodic logarithm

Fix $s$. Joint continuity and compactness of $[0,2\pi]$ give, for all $t$ near $s$,
$$|F_t(k)-F_s(k)|<|F_s(k)|$$
for every $k$ in that interval, and by periodicity for every real $k$. The ratio $F_t/F_s$ then lies within distance $1$ of $1$, away from the cut of the principal logarithm. So $g=\log(F_t/F_s)$ is continuous and periodic, and $F_t=e^gF_s$. This is `near`.

Such relations can be reversed by taking $-g$ (`symm`) and chained by adding logarithms (`trans`). The parameters $t$ related to $0$ therefore form a nonempty set that is both open and closed. As $[0,1]$ is connected, the set contains $1$.

```lean
/-- The end symbols of a gapped deformation differ by a factor, the exponential of a continuous
periodic function. -/
theorem periodic_log_of_joined {q₀ q₁ : ℝ → ℂ} (h : JoinedSymbols q₀ q₁) :
    ∃ g : ℝ → ℂ, Continuous g ∧ (∀ k, g (k + 2 * Real.pi) = g k) ∧
      ∀ k, q₁ k = Complex.exp (g k) * q₀ k := by
  obtain ⟨F, hc, hp, h0, rfl, rfl⟩ := h
  let P : unitInterval → unitInterval → Prop := fun s t =>
    ∃ g : ℝ → ℂ, Continuous g ∧ (∀ k, g (k + 2 * Real.pi) = g k) ∧
      ∀ k, F t k = Complex.exp (g k) * F s k
  have symm : ∀ s t, P s t → P t s := by
    rintro s t ⟨g, hg, hgp, h⟩
    refine ⟨fun k => -g k, hg.neg, fun k => by simp only [hgp], fun k => ?_⟩
    change F s k = Complex.exp (-g k) * F t k
    rw [h k, ← mul_assoc, ← Complex.exp_add]
    simp
  have trans : ∀ s t u, P s t → P t u → P s u := by
    rintro s t u ⟨g, hg, hgp, h⟩ ⟨f, hf, hfp, h'⟩
    refine ⟨fun k => f k + g k, hf.add hg, fun k => by simp only [hgp, hfp], fun k => ?_⟩
    change F u k = Complex.exp (f k + g k) * F s k
    rw [h' k, h k, Complex.exp_add, mul_assoc]
  have cont : ∀ s, Continuous (F s) := fun s =>
    hc.comp (continuous_const.prodMk continuous_id)
  -- nearby symbols have a ratio close to one, uniformly in `k`
  have near : ∀ s, ∀ᶠ t in 𝓝 s, P s t := by
    intro s
    have hs : Continuous (fun z : unitInterval × ℝ => F s z.2) := (cont s).comp continuous_snd
    have ev : ∀ᶠ t in 𝓝 s, ∀ k ∈ Set.Icc (0 : ℝ) (2 * Real.pi),
        ‖F t k - F s k‖ < ‖F s k‖ := by
      apply isCompact_Icc.eventually_forall_of_forall_eventually
      intro k _
      refine (isOpen_lt (hc.sub hs).norm hs.norm).mem_nhds ?_
      change ‖F s k - F s k‖ < ‖F s k‖
      simpa using h0 s k
    filter_upwards [ev] with t ht
    have hslit : ∀ k, F t k / F s k ∈ Complex.slitPlane := by
      intro k
      have hper : Function.Periodic (fun k => (F t k, F s k)) (2 * Real.pi) :=
        fun k => by simp only [hp]
      obtain ⟨y, hy, hk⟩ := hper.exists_mem_Ico₀ Real.two_pi_pos k
      have h1 : F t k = F t y := congrArg Prod.fst hk
      have h2 : F s k = F s y := congrArg Prod.snd hk
      have hb : ‖F t k / F s k - 1‖ < 1 := by
        rw [h1, h2, div_sub_one (h0 s y), norm_div, div_lt_one (norm_pos_iff.mpr (h0 s y))]
        exact ht y ⟨hy.1, hy.2.le⟩
      have := Complex.mem_slitPlane_of_norm_lt_one hb
      rwa [add_sub_cancel] at this
    refine ⟨fun k => Complex.log (F t k / F s k),
      ((cont t).div (cont s) (h0 s)).clog hslit, fun k => by simp only [hp], fun k => ?_⟩
    change F t k = Complex.exp (Complex.log (F t k / F s k)) * F s k
    rw [Complex.exp_log (div_ne_zero (h0 t k) (h0 s k))]
    have := h0 s k
    field_simp
  -- connectedness of the parameter interval carries the logarithm to the end
  have : PreconnectedSpace unitInterval := Subtype.preconnectedSpace isPreconnected_Icc
  have ho : IsOpen {t | P 0 t} := isOpen_iff_mem_nhds.mpr fun t ht =>
    (near t).mono fun u hu => trans 0 t u ht hu
  have hcl : IsOpen {t | P 0 t}ᶜ := isOpen_iff_mem_nhds.mpr fun t ht =>
    (near t).mono fun u hu h => ht (trans 0 u t h (symm t u hu))
  have hu := IsClopen.eq_univ ⟨isOpen_compl_iff.mp hcl, ho⟩ ⟨0, (near 0).self_of_nhds⟩
  have h1 : (1 : unitInterval) ∈ {t | P 0 t} := by
    rw [hu]
    trivial
  exact h1
```

## The integer $n$ cannot change

If $q_m$ and $q_n$ are joined, then $e^{ink}=e^{g(k)}e^{imk}$, so
$$f(k)=\operatorname{Im}g(k)+(m-n)k\in2\pi\mathbb Z,\qquad f(k+2\pi)-f(k)=2\pi(m-n).$$
If $m\ne n$, one period forwards or backwards from $k=0$ raises $f$ by at least $2\pi$. By the intermediate value theorem, $f$ takes the value $f(0)+\pi$, which is impossible for multiples of $2\pi$. In Lean the contradiction is $2j=2i+1$ for integers $i,j$. For $m=n$ the constant path suffices.

```lean
/-- The symbols `exp(i m k)` and `exp(i n k)` are joined without closing the gap exactly
when `m = n`. -/
theorem joinedSymbols_iff (m n : ℤ) : JoinedSymbols (symbol m) (symbol n) ↔ m = n := by
  constructor
  · intro hj
    obtain ⟨g, hg, hgp, h⟩ := periodic_log_of_joined hj
    by_contra hmn
    obtain ⟨f, hf⟩ : ∃ f : ℝ → ℝ, ∀ k, f k = (g k).im + ((m : ℝ) - n) * k :=
      ⟨_, fun _ => rfl⟩
    have hfc : Continuous f := by
      rw [funext hf]
      exact (Complex.continuous_im.comp hg).add (continuous_const.mul continuous_id)
    -- the phase mismatch is always a multiple of `2π`
    have hint : ∀ k, ∃ j : ℤ, f k = j * (2 * Real.pi) := by
      intro k
      have hk := h k
      unfold symbol at hk
      rw [← Complex.exp_add] at hk
      obtain ⟨j, hj⟩ := Complex.exp_eq_exp_iff_exists_int.mp hk.symm
      have him := congrArg Complex.im hj
      simp at him
      exact ⟨j, by rw [hf]; linarith⟩
    have hpi := Real.pi_pos
    have hb : ∃ b, f 0 + Real.pi ≤ f b := by
      rcases lt_or_gt_of_ne hmn with hlt | hgt
      · have hd : (m : ℝ) + 1 ≤ n := by exact_mod_cast hlt
        have hg0 := hgp (-(2 * Real.pi))
        rw [neg_add_cancel] at hg0
        refine ⟨-(2 * Real.pi), ?_⟩
        rw [hf, hf, ← hg0]
        nlinarith [mul_nonneg (sub_nonneg.mpr hd) hpi.le]
      · have hd : (n : ℝ) + 1 ≤ m := by exact_mod_cast hgt
        have hg0 := hgp 0
        rw [zero_add] at hg0
        refine ⟨2 * Real.pi, ?_⟩
        rw [hf, hf, hg0]
        nlinarith [mul_nonneg (sub_nonneg.mpr hd) hpi.le]
    -- a continuous mismatch would have to pass through a half-integer multiple
    obtain ⟨x, hx⟩ := mem_range_of_exists_le_of_exists_ge hfc ⟨0, by linarith⟩ hb
    obtain ⟨i, hi⟩ := hint 0
    obtain ⟨j, hj⟩ := hint x
    have hij : (2 * j : ℝ) = 2 * i + 1 :=
      mul_right_cancel₀ Real.pi_ne_zero (by linarith)
    have hij' : 2 * j = 2 * i + 1 := by exact_mod_cast hij
    omega
  · rintro rfl
    refine ⟨fun _ => symbol m, ?_, fun _ k => ?_, fun _ k => Complex.exp_ne_zero _, rfl, rfl⟩
    · unfold symbol
      fun_prop
    · have e : (m : ℂ) * (((k + 2 * Real.pi : ℝ) : ℂ) * Complex.I) =
          m * (k * Complex.I) + m * (2 * Real.pi * Complex.I) := by
        push_cast
        ring
      unfold symbol
      change Complex.exp ((m : ℂ) * (((k + 2 * Real.pi : ℝ) : ℂ) * Complex.I)) =
        Complex.exp ((m : ℂ) * ((k : ℂ) * Complex.I))
      rw [e, Complex.exp_add, Complex.exp_int_mul_two_pi_mul_I, mul_one]
```

## From symbols back to Hamiltonians

Chirality gives $H_{00}=-H_{00}$, so $H_{00}=0$ and $\det H=-H_{01}H_{10}$. A nonzero determinant forces $H_{01}\ne0$, and this entry is a path of symbols. Conversely, a path $F_s$ gives Hamiltonians $H_{F_s}$ with determinant $-|F_s|^2\neq0$.

```lean
/-- Two chiral chains are in the same chiral gapped phase exactly when their symbols are
joined by nowhere-zero periodic symbols. -/
theorem sameChiralPhase_iff_joined (q₀ q₁ : ℝ → ℂ) :
    SameChiralPhase (bloch q₀) (bloch q₁) ↔ JoinedSymbols q₀ q₁ := by
  constructor
  · rintro ⟨H, hc, -, hch, hp, hd, h0, h1⟩
    refine ⟨fun s k => H s k 0 1, hc.matrix_elem 0 1, fun s k => by simp only [hp],
      fun s k h => ?_, ?_, ?_⟩
    · -- chirality removes the diagonal entries
      have h00 : H s k 0 0 = -H s k 0 0 := by
        have hentry := congrFun (congrFun (hch s k) 0) 0
        simp only [Matrix.mul_apply, Fin.sum_univ_two, Matrix.neg_apply] at hentry
        simpa [sigmaZ] using hentry
      have hz : H s k 0 0 = 0 := by linear_combination h00 / 2
      have h' : H s k 0 1 = 0 := h
      exact hd s k (by rw [Matrix.det_fin_two, hz, h']; ring)
    · funext k
      simp [h0, bloch]
    · funext k
      simp [h1, bloch]
  · rintro ⟨F, hc, hp, hne, h0, h1⟩
    refine ⟨fun s => bloch (F s), ?_, fun s k => ?_, fun s k => ?_,
      fun s k => by simp only [bloch, hp], fun s k => ?_, congrArg bloch h0, congrArg bloch h1⟩
    · apply continuous_matrix
      intro i j
      fin_cases i <;> fin_cases j
      · exact (continuous_const : Continuous fun _ : unitInterval × ℝ => (0 : ℂ))
      · exact hc
      · exact hc.star
      · exact (continuous_const : Continuous fun _ : unitInterval × ℝ => (0 : ℂ))
    · apply Matrix.IsHermitian.ext
      intro i j
      fin_cases i <;> fin_cases j <;> simp [bloch]
    · ext i j
      fin_cases i <;> fin_cases j <;>
        simp [sigmaZ, bloch, Matrix.mul_apply, Fin.sum_univ_two]
    · simp [bloch, Matrix.det_fin_two, hne s k]
```

Taking $m=0$ and $n=2$, the difference is even but the integers are unequal. Both chains are inversion symmetric and have the same parities, yet no admitted path connects them.

```lean
/-- The chains with symbols `1` and `exp(2ik)` are inversion symmetric and have the same
occupied parities, yet they are not in the same chiral gapped phase. -/
theorem same_symmetry_data_different_phase :
    let H₀ := bloch (fun _ => 1)
    let H₁ := bloch (fun k => Complex.exp (2 * k * Complex.I))
    (∀ k, sigmaX * H₀ k * sigmaX = H₀ (-k)) ∧ (∀ k, sigmaX * H₁ k * sigmaX = H₁ (-k)) ∧
      SameSymmetryData H₀ H₁ ∧ ¬ SameChiralPhase H₀ H₁ := by
  have e0 : (fun _ : ℝ => (1 : ℂ)) = symbol 0 := by
    funext k
    simp [symbol]
  have e1 : (fun k : ℝ => Complex.exp (2 * k * Complex.I)) = symbol 2 := by
    funext k
    simp [symbol, mul_assoc]
  intro H₀ H₁
  have a0 : H₀ = bloch (symbol 0) := congrArg bloch e0
  have a1 : H₁ = bloch (symbol 2) := congrArg bloch e1
  rw [a0, a1]
  refine ⟨(inversion_iff _).mpr (symbol_neg 0), (inversion_iff _).mpr (symbol_neg 2),
    (sameSymmetryData_iff 0 2).mpr (by decide), fun h => ?_⟩
  have := (joinedSymbols_iff 0 2).mp ((sameChiralPhase_iff_joined _ _).mp h)
  omega

end

end ChiralChainIndicators
```

```lean
#print axioms ChiralChainIndicators.same_symmetry_data_different_phase
-- 'ChiralChainIndicators.same_symmetry_data_different_phase' depends on axioms: [propext, Classical.choice, Quot.sound]
```
